# A normalised one-dimensional s Gaussian attains the Heisenberg bound on second moments

Describe an electron on a line by a single s Gaussian and raise its exponent. The density contracts towards the origin, the steepest slope of the wavefunction grows, and the kinetic energy rises with it. Some of that rise is unavoidable, since any wavefunction squeezed into a small region must have large momentum components. How much of the Gaussian's kinetic energy does its confinement force on it?

The answer is all of it, when confinement is measured by \(\langle x^2\rangle\). For a normalised, continuously differentiable wavefunction with finite second moments, \(\langle x^2\rangle\langle p^2\rangle\ge 1/4\) in units with \(\hbar=1\). For every exponent \(a>0\), the normalised s Gaussian has \(\langle x^2\rangle=1/(4a)\) and \(\langle p^2\rangle=a\), with product exactly \(1/4\). The derivation below is accompanied step by step by its Lean version, which builds on Mathlib's integration theory.

```lean
import Mathlib

open MeasureTheory

namespace GaussianUncertainty

noncomputable section
```

## Probability and the two moments

Let \(\psi:\mathbb R\to\mathbb C\) be a wavefunction, not necessarily normalised. Its total probability is

\[
N=\int_{-\infty}^{\infty}|\psi(x)|^2\,dx .
\]

In Lean the modulus is the norm `‖ψ x‖`, and an integral without limits is the Lebesgue integral over the whole line.

```lean
/-- Total probability of a wavefunction on the line. -/
def totalProb (ψ : ℝ → ℂ) : ℝ := ∫ x, ‖ψ x‖ ^ 2
```

The spread in position is measured by the second moment about the origin,

\[
X=\int x^2|\psi(x)|^2\,dx ,
\]

which equals \(\langle x^2\rangle\) when \(N=1\).

```lean
/-- Second moment of the position about the origin. -/
def positionMoment (ψ : ℝ → ℂ) : ℝ := ∫ x, x ^ 2 * ‖ψ x‖ ^ 2
```

With \(\hat p=-i\,d/dx\), the squared norm of \(\hat p\psi\) is

\[
P=\int|\psi'(x)|^2\,dx .
\]

For \(N=1\) this is \(\langle p^2\rangle\), and for a particle of unit mass the kinetic energy is \(P/2\). Using the first derivative avoids any need for \(\psi''\).

```lean
/-- Second moment of the momentum in units with `ħ = 1`, as the integral of `|ψ'|²`. -/
def momentumMoment (ψ : ℝ → ℂ) : ℝ := ∫ x, ‖deriv ψ x‖ ^ 2
```

The argument assumes that \(\psi\) is continuously differentiable and that \(N\), \(X\) and \(P\) are finite. Physically, the particle has finite total probability, finite mean square distance from the origin and finite kinetic energy. The structure `Admissible` collects these four conditions. The integrability fields matter because Lean assigns the value zero to the integral of a non-integrable function, which would make a divergent moment look small. The smoothness field is a convenient sufficient condition. It excludes functions with a cusp, such as \(e^{-|x|}\), although that function also satisfies the inequality, with \(N=1\), \(X=1/2\) and \(P=1\) when the derivative is taken away from the cusp.

```lean
/-- Continuously differentiable wavefunctions with finite total probability and finite
second moments of position and momentum. -/
structure Admissible (ψ : ℝ → ℂ) : Prop where
  smooth : ContDiff ℝ 1 ψ
  prob : Integrable fun x => ‖ψ x‖ ^ 2
  pos : Integrable fun x => x ^ 2 * ‖ψ x‖ ^ 2
  mom : Integrable fun x => ‖deriv ψ x‖ ^ 2
```

The s Gaussian has no polynomial prefactor:

\[
g(x)=c\,e^{-ax^2},\qquad c=\left(\frac{2a}{\pi}\right)^{1/4},\qquad a>0 .
\]

Its values are real, and `sGaussian` regards them as complex numbers so that the definitions above apply to it. The definition accepts any real `a`; positivity enters as a hypothesis in the theorems that need it.

```lean
/-- The s Gaussian `(2a/π)^(1/4) exp(-a x²)`, for `a > 0`. -/
def sGaussian (a x : ℝ) : ℂ :=
  (((2 * a / Real.pi) ^ (1 / 4 : ℝ) * Real.exp (-a * x ^ 2) : ℝ) : ℂ)
```

## Integrating by parts over the whole line

The link between position and momentum is the cross term \(x\,\mathrm{Re}(\psi^*\psi')\). It has a finite integral because

\[
|x\,\mathrm{Re}(\psi^*\psi')|\le |x|\,|\psi|\,|\psi'|
\le \tfrac12\left(x^2|\psi|^2+|\psi'|^2\right)
\le x^2|\psi|^2+|\psi'|^2 ,
\]

and the right-hand side is integrable by assumption. The middle inequality is \(2uv\le u^2+v^2\).

Lean writes \(\mathrm{Re}(\psi^*\psi')\) as `inner ℝ (ψ x) (deriv ψ x)`, the scalar product of two complex numbers seen as vectors in the plane. The proof obtains measurability from continuity, then uses `mono'` to conclude integrability from the displayed bound. The closing `nlinarith` call supplies the inequality between product and squares.

```lean
/-- The product of `x` and `Re(ψ* ψ')` is integrable for an admissible wavefunction. -/
theorem cross_integrable {ψ : ℝ → ℂ} (h : Admissible ψ) :
    Integrable fun x => x * inner ℝ (ψ x) (deriv ψ x) := by
  have hc : Continuous fun x => x * inner ℝ (ψ x) (deriv ψ x) :=
    continuous_id.mul (h.smooth.continuous.inner (h.smooth.continuous_deriv le_rfl))
  refine (h.pos.add h.mom).mono' hc.aestronglyMeasurable (Filter.Eventually.of_forall fun x => ?_)
  change ‖x * inner ℝ (ψ x) (deriv ψ x)‖ ≤ x ^ 2 * ‖ψ x‖ ^ 2 + ‖deriv ψ x‖ ^ 2
  rw [Real.norm_eq_abs, abs_mul, ← sq_abs x]
  have h1 := mul_le_mul_of_nonneg_left (abs_real_inner_le_norm (ψ x) (deriv ψ x)) (abs_nonneg x)
  nlinarith [sq_nonneg (|x| * ‖ψ x‖ - ‖deriv ψ x‖), sq_nonneg (|x| * ‖ψ x‖),
    sq_nonneg ‖deriv ψ x‖]
```

Now differentiate \(x|\psi|^2\):

\[
\frac{d}{dx}\left(x|\psi|^2\right)=|\psi|^2+2x\,\mathrm{Re}(\psi^*\psi') .
\]

The right-hand side is integrable, so \(x|\psi|^2\) has a limit at each end of the line. The function itself is also integrable, because \(|x|\le 1+x^2\) gives \(|x|\,|\psi|^2\le|\psi|^2+x^2|\psi|^2\). A nonzero limit would contradict this, so both limits vanish and the derivative integrates to zero:

\[
2\int x\,\mathrm{Re}(\psi^*\psi')\,dx=-N .
\]

In the proof, `hf` is the integrability of \(x|\psi|^2\) and `hd` is the derivative formula. The Mathlib lemma `integral_eq_zero_of_hasDerivAt_of_integrable` carries out the boundary argument, and the integral is then split into its two terms.

```lean
/-- Integration by parts: twice the integral of `x Re(ψ* ψ')` is minus the total probability. -/
theorem integral_by_parts {ψ : ℝ → ℂ} (h : Admissible ψ) :
    2 * ∫ x, x * inner ℝ (ψ x) (deriv ψ x) = -totalProb ψ := by
  have c0 := h.smooth.continuous
  have hf : Integrable fun x => x * ‖ψ x‖ ^ 2 := by
    have hc : Continuous fun x => x * ‖ψ x‖ ^ 2 := by fun_prop
    refine (h.prob.add h.pos).mono' hc.aestronglyMeasurable
      (Filter.Eventually.of_forall fun x => ?_)
    change ‖x * ‖ψ x‖ ^ 2‖ ≤ ‖ψ x‖ ^ 2 + x ^ 2 * ‖ψ x‖ ^ 2
    rw [Real.norm_eq_abs, abs_mul, abs_of_nonneg (sq_nonneg ‖ψ x‖)]
    have h1 : |x| ≤ 1 + x ^ 2 := by
      nlinarith [sq_abs x, sq_nonneg (|x| - 1), abs_nonneg x]
    nlinarith [mul_le_mul_of_nonneg_right h1 (sq_nonneg ‖ψ x‖)]
  have hd : ∀ x, HasDerivAt (fun y => y * ‖ψ y‖ ^ 2)
      (‖ψ x‖ ^ 2 + 2 * (x * inner ℝ (ψ x) (deriv ψ x))) x := fun x =>
    ((hasDerivAt_id' x).fun_mul
      ((h.smooth.differentiable one_ne_zero) x).hasDerivAt.norm_sq).congr_deriv (by ring)
  -- the boundary terms vanish because x |ψ|² and its derivative are integrable
  have h0 := integral_eq_zero_of_hasDerivAt_of_integrable hd
    (h.prob.add ((cross_integrable h).const_mul 2)) hf
  rw [integral_add h.prob ((cross_integrable h).const_mul 2), integral_const_mul] at h0
  unfold totalProb
  linarith
```

## A square that is never negative

For every real \(t\),

\[
|\psi'+tx\psi|^2=|\psi'|^2+2t\,x\,\mathrm{Re}(\psi^*\psi')+t^2x^2|\psi|^2 .
\]

Integrating and inserting the previous result gives

\[
0\le\int|\psi'+tx\psi|^2\,dx=P-tN+t^2X .
\]

If \(X>0\), the choice \(t=N/(2X)\) yields \(P\ge N^2/(4X)\). If \(X=0\), then \(P-tN\ge0\) for all \(t\), which forces \(N=0\). In both cases

\[
N^2\le 4XP ,
\]

and for a normalised wavefunction this reads \(\langle x^2\rangle\langle p^2\rangle\ge 1/4\).

The theorem `heisenberg_bound` states the inequality for every admissible `ψ`, without requiring normalisation. Inside it, `e` is the expanded square, `hp` inserts the integration by parts, and `hq` is the nonnegative quadratic in `t`. Mathlib's `discrim_le_zero` then gives \(N^2-4XP\le0\), covering the case \(X=0\) without a separate argument.

The moments here are taken about \(x=0\) and \(p=0\), whereas the usual uncertainty relation concerns variances about the means. For the Gaussian the two agree by symmetry: \(g\) is real and even, so its mean position and mean momentum are zero, a parity observation that the Lean development does not include.

```lean
/-- Heisenberg bound for second moments: the squared total probability is at most four times
the product of the position and momentum moments. -/
theorem heisenberg_bound {ψ : ℝ → ℂ} (h : Admissible ψ) :
    totalProb ψ ^ 2 ≤ 4 * (positionMoment ψ * momentumMoment ψ) := by
  -- the integral of |ψ' + t x ψ|² is a nonnegative quadratic in t
  have hq : ∀ t : ℝ, 0 ≤ positionMoment ψ * (t * t) + (-totalProb ψ) * t + momentumMoment ψ := by
    intro t
    have e : ∀ x, ‖deriv ψ x + (t * x) • ψ x‖ ^ 2 = ‖deriv ψ x‖ ^ 2 +
        2 * t * (x * inner ℝ (ψ x) (deriv ψ x)) + t ^ 2 * (x ^ 2 * ‖ψ x‖ ^ 2) := by
      intro x
      rw [norm_add_sq_real, real_inner_smul_right, norm_smul, mul_pow, Real.norm_eq_abs, sq_abs,
        real_inner_comm]
      ring
    have i1 := (cross_integrable h).const_mul (2 * t)
    have i2 : Integrable fun x => ‖deriv ψ x‖ ^ 2 +
        2 * t * (x * inner ℝ (ψ x) (deriv ψ x)) := h.mom.add i1
    have h0 : 0 ≤ ∫ x, ‖deriv ψ x + (t * x) • ψ x‖ ^ 2 :=
      integral_nonneg fun x => sq_nonneg _
    have hp : 2 * t * ∫ x, x * inner ℝ (ψ x) (deriv ψ x) = -t * totalProb ψ := by
      linear_combination t * integral_by_parts h
    simp_rw [e] at h0
    rw [integral_add i2 (h.pos.const_mul (t ^ 2)), integral_add h.mom i1, integral_const_mul,
      integral_const_mul, hp] at h0
    change 0 ≤ momentumMoment ψ + -t * totalProb ψ + t ^ 2 * positionMoment ψ at h0
    linarith
  have hd := discrim_le_zero hq
  unfold discrim at hd
  linarith
```

## The slope of the Gaussian

By the chain rule,

\[
g'(x)=c\,e^{-ax^2}\,(-2ax)=-2ax\,g(x) .
\]

The statement uses `HasDerivAt`, which says that the derivative exists and has this value; the symbol `•` multiplies a complex number by a real one. The proof differentiates the real expression and transfers the result to the complex numbers with `ofReal_comp`.

```lean
/-- The derivative of an s Gaussian is `-2 a x` times the Gaussian. -/
theorem sGaussian_deriv (a x : ℝ) :
    HasDerivAt (sGaussian a) ((-2 * a * x) • sGaussian a x) x := by
  have hs : HasDerivAt (fun y : ℝ => y ^ 2) (2 * x) x := by simpa using hasDerivAt_pow 2 x
  have h := ((hs.const_mul (-a)).exp.const_mul ((2 * a / Real.pi) ^ (1 / 4 : ℝ))).ofReal_comp
  refine h.congr_deriv ?_
  rw [sGaussian, Complex.real_smul, ← Complex.ofReal_mul]
  congr 1
  ring
```

Squaring the slope turns the integrand of \(P\) into a multiple of the integrand of \(X\):

\[
|g'(x)|^2=4a^2\,x^2|g(x)|^2 .
\]

Once \(X\) is known for the Gaussian, \(P\) therefore follows without another integral.

```lean
/-- The squared slope of an s Gaussian `g` is `4 a² x² |g|²`. -/
theorem sGaussian_deriv_sq (a x : ℝ) :
    ‖deriv (sGaussian a) x‖ ^ 2 = 4 * a ^ 2 * (x ^ 2 * ‖sGaussian a x‖ ^ 2) := by
  rw [(sGaussian_deriv a x).deriv, norm_smul, mul_pow, Real.norm_eq_abs, sq_abs]
  ring
```

## Normalisation

The square of the Gaussian is

\[
|g(x)|^2=\sqrt{\frac{2a}{\pi}}\;e^{-2ax^2},
\]

and \(\int e^{-bx^2}dx=\sqrt{\pi/b}\) with \(b=2a\) gives

\[
N=\sqrt{\frac{2a}{\pi}}\sqrt{\frac{\pi}{2a}}=1 .
\]

The Gaussian is also admissible. It is smooth, and both \(|g|^2\) and \(x^2|g|^2\) are integrable because of the exponential decay. The integrability of \(|g'|^2\) follows from the squared-slope formula.

The Lean proof establishes admissibility first and the total probability last. The formula for \(|g|^2\) is `e`, the integrability of \(x^2|g|^2\) is `hpos`, and the bulleted goals are smoothness, the two remaining integrability conditions and the value of the total probability. Only the last uses `integral_gaussian`, the value of the Gaussian integral.

```lean
/-- An s Gaussian with positive exponent is admissible and has total probability one. -/
theorem sGaussian_normalised {a : ℝ} (ha : 0 < a) :
    Admissible (sGaussian a) ∧ totalProb (sGaussian a) = 1 := by
  have hb : 0 < 2 * a := by positivity
  have e : ∀ x, ‖sGaussian a x‖ ^ 2 =
      √(2 * a / Real.pi) * Real.exp (-(2 * a) * x ^ 2) := by
    intro x
    have e1 : Real.exp (-a * x ^ 2) ^ 2 = Real.exp (-(2 * a) * x ^ 2) := by
      rw [sq, ← Real.exp_add]
      congr 1
      ring
    have e2 : ((2 * a / Real.pi) ^ (1 / 4 : ℝ)) ^ 2 = √(2 * a / Real.pi) := by
      rw [Real.sqrt_eq_rpow, ← Real.rpow_natCast, ← Real.rpow_mul (by positivity)]
      norm_num
    rw [sGaussian, Complex.norm_real, Real.norm_eq_abs, sq_abs, mul_pow, e1, e2]
  have hpos : Integrable fun x => x ^ 2 * ‖sGaussian a x‖ ^ 2 := by
    have h2 := integrable_rpow_mul_exp_neg_mul_sq hb (s := 2) (by norm_num)
    simp only [Real.rpow_two] at h2
    refine (h2.const_mul √(2 * a / Real.pi)).congr (Filter.Eventually.of_forall fun x => ?_)
    simp only [e]
    ring
  refine ⟨⟨?_, ?_, hpos, ?_⟩, ?_⟩
  · exact Complex.ofRealCLM.contDiff.comp (show ContDiff ℝ 1 fun x : ℝ =>
      (2 * a / Real.pi) ^ (1 / 4 : ℝ) * Real.exp (-a * x ^ 2) by fun_prop)
  · simp_rw [e]
    exact (integrable_exp_neg_mul_sq hb).const_mul _
  · simp_rw [sGaussian_deriv_sq]
    exact hpos.const_mul _
  · have h1 : 2 * a / Real.pi * (Real.pi / (2 * a)) = 1 := by
      have := Real.pi_ne_zero
      field_simp
    simp_rw [totalProb, e]
    rw [integral_const_mul, integral_gaussian, ← Real.sqrt_mul (by positivity), h1, Real.sqrt_one]
```

## Both moments and their product

Because \(g'=-2axg\), the cross term for the Gaussian is

\[
x\,\mathrm{Re}(g^*g')=-2a\,x^2|g|^2 .
\]

Integration by parts with \(N=1\) becomes \(2(-2aX)=-1\), so

\[
\langle x^2\rangle=X=\frac{1}{4a} .
\]

The squared-slope formula then gives

\[
\langle p^2\rangle=P=4a^2X=a,
\qquad
\langle x^2\rangle\langle p^2\rangle=\frac14 .
\]

No second-moment integral had to be looked up: the identity behind the general bound also fixes the width of the Gaussian.

The theorem `sGaussian_saturates` states the three equalities for every `a` with `0 < a`. In its proof, `hp` is the equation \(2(-2aX)=-1\), `hK` is \(P=4a^2X\), and `hKa` combines them into \(P=a\). Together with `heisenberg_bound` and the normalisation, the third equality says that the bound is attained. Whether other wavefunctions attain it is a separate question, which these theorems leave open.

```lean
/-- For an s Gaussian with exponent `a > 0` the position moment is `1/(4a)`, the momentum
moment is `a`, and their product is `1/4`. -/
theorem sGaussian_saturates {a : ℝ} (ha : 0 < a) :
    positionMoment (sGaussian a) = 1 / (4 * a) ∧ momentumMoment (sGaussian a) = a ∧
    positionMoment (sGaussian a) * momentumMoment (sGaussian a) = 1 / 4 := by
  obtain ⟨h, h1⟩ := sGaussian_normalised ha
  have e : ∀ x, x * inner ℝ (sGaussian a x) (deriv (sGaussian a) x) =
      -2 * a * (x ^ 2 * ‖sGaussian a x‖ ^ 2) := by
    intro x
    rw [(sGaussian_deriv a x).deriv, real_inner_smul_right, real_inner_self_eq_norm_sq]
    ring
  -- integration by parts fixes the position moment
  have hp := integral_by_parts h
  simp_rw [e] at hp
  rw [integral_const_mul, h1] at hp
  change 2 * (-2 * a * positionMoment (sGaussian a)) = -1 at hp
  have hK : momentumMoment (sGaussian a) = 4 * a ^ 2 * positionMoment (sGaussian a) := by
    simp only [momentumMoment, positionMoment, sGaussian_deriv_sq, integral_const_mul]
  have hKa : momentumMoment (sGaussian a) = a := by
    rw [hK]
    linear_combination (-a) * hp
  refine ⟨?_, hKa, ?_⟩
  · rw [eq_div_iff (by positivity)]
    linarith
  · rw [hKa]
    linarith

end

end GaussianUncertainty
```

```lean
#print axioms GaussianUncertainty.heisenberg_bound
#print axioms GaussianUncertainty.sGaussian_saturates
```

```
'GaussianUncertainty.heisenberg_bound' depends on axioms: [propext, Classical.choice, Quot.sound]
'GaussianUncertainty.sGaussian_saturates' depends on axioms: [propext, Classical.choice, Quot.sound]
```

## The exponent \(a=2\) by hand

For \(a=2\) the squared Gaussian is \(|g|^2=(2/\sqrt\pi)\,e^{-4x^2}\). The standard integral \(\int x^2e^{-bx^2}dx=\sqrt\pi/(2b^{3/2})\) with \(b=4\) gives

\[
\langle x^2\rangle=\frac{2}{\sqrt\pi}\cdot\frac{\sqrt\pi}{16}=\frac18 ,
\]

in agreement with \(1/(4a)\). The slope is \(g'=-4xg\), so

\[
\langle p^2\rangle=16\cdot\frac18=2=a ,
\]

and the product is \(1/4\).

Compare this with \(a=1/2\), where both moments equal \(1/2\). Raising the exponent by a factor of four halves the root-mean-square width, from about \(0.707\) to about \(0.354\), and doubles the root-mean-square momentum, from about \(0.707\) to about \(1.414\).

In electronic-structure terms, a single normalised, uncontracted s primitive in one dimension has kinetic energy \(a/2\) in atomic units. The normalised three-dimensional s primitive, proportional to \(e^{-ar^2}\), is a product of three such functions, one for each coordinate, so its kinetic energy is \(3a/2\). That value is a simple check on the diagonal element returned by a kinetic-energy integral routine.
